# With positive couplings and a common nonnegative recoil energy, merging plasmon modes into one at their coupling-weighted mean frequency never overestimates the Coulomb hole

When I replace several plasmon modes by one dispersionless plasmon at their coupling-weighted mean frequency, keeping the total coupling, the Coulomb-hole term comes out too small in magnitude every time I try it. I had expected the modes above the mean to compensate for those below it. Is the sign of this error fixed, how large is the error, and would a different single frequency repair it?

## The error is a weighted sum of squared frequency deviations

The sign is fixed. Let finitely many modes, at least one, have frequencies Ωₖ > 0 and couplings bₖ > 0, where bₖ is the squared magnitude of the electron–plasmon matrix element. Let x ≥ 0 be a recoil energy shared by all of them, in units with ħ = 1: the electron's energy in the intermediate state minus its initial energy. The magnitude of the Coulomb-hole term is then ∑ₖ bₖ/(Ωₖ + x). Write B = ∑ₖ bₖ for the total coupling and m = (∑ₖ bₖ Ωₖ)/B for the mean frequency. Then

∑ₖ bₖ/(Ωₖ + x) − B/(m + x) = ∑ₖ bₖ (Ωₖ − m)² / ((m + x)² (Ωₖ + x)) ≥ 0,

and the difference is zero exactly when all Ωₖ coincide. A single frequency that does reproduce the sum at a given x, with the same B, lies strictly below m as soon as two modes differ.

For plasmon-pole models in GW, this gives the sign and size of the error in the Coulomb-hole term when dispersion is neglected by putting a single pole at the coupling-weighted mean frequency, for finitely many undamped modes with fixed couplings and one common recoil energy. A pole placed elsewhere can err the other way: at the lowest of several different mode frequencies, it overestimates the magnitude.

## Expanding each mode about the mean

Both B and m are positive, because they are built from positive numbers. Set c = m + x > 0 and dₖ = Ωₖ − m, so that Ωₖ + x = c + dₖ, which is also positive. The deviations balance when weighted by the couplings:

∑ₖ bₖ dₖ = ∑ₖ bₖ Ωₖ − m B = 0.

This is the compensation you expected, and it acts only on the linear term. The energy denominator has the exact expansion

1/(c + dₖ) = 1/c − dₖ/c² + dₖ²/(c² (c + dₖ)).

To check it, put the right-hand side over c² (c + dₖ). The numerator is c(c + dₖ) − dₖ(c + dₖ) + dₖ² = c², as required. Multiplying by bₖ and summing gives

∑ₖ bₖ/(Ωₖ + x) = B/c − 0 + ∑ₖ bₖ dₖ²/(c² (Ωₖ + x)),

which is the identity. A mode below the mean gains more than an equally coupled mode the same distance above it loses, since 1/(Ω + x) is convex in Ω.

Every term of the remainder is nonnegative. If their sum vanishes, each term vanishes, and since bₖ and the denominators are positive, every dₖ is zero. Conversely, if all frequencies are equal, they equal their mean and the remainder is zero.

Now suppose that all modes lie in a band lo ≤ Ωₖ ≤ hi with lo > 0, and let S = ∑ₖ bₖ dₖ². Replacing Ωₖ + x by its largest and smallest possible values gives

S/(c² (hi + x)) ≤ error ≤ S/(c² (lo + x)).

Here S is not normalised: S = B σ², where σ² is the coupling-weighted variance of the frequencies. Relative to the one-plasmon value B/c, the error therefore lies between σ²/(c (hi + x)) and σ²/(c (lo + x)).

Finally, let W satisfy B/(W + x) = ∑ₖ bₖ/(Ωₖ + x), with at least two different mode frequencies. If W were at least m, then B/(W + x) ≤ B/(m + x), which is strictly smaller than the mode sum. This is a contradiction, so W < m.

## One mode, and two modes of equal strength

With one mode, m is its frequency and the error is zero. The smallest case with an error has two modes at m − d and m + d, with 0 < d < m and coupling B/2 each. The error is then

B d² / (c (c² − d²)),

and the matching frequency is

W = m − d²/(m + x).

It depends on x, so in this example no single frequency with total coupling B is right at every recoil energy.

## Reading the Lean statements as physics

The type `ι` labels the modes; it is finite and, from the first theorem on, nonempty. The functions `b` and `Om` give the coupling and frequency of each mode as real numbers. `totalCoupling b` is B, and `meanFreq b Om` is m, computed from the couplings. `coulombHole b Om x` is the sum over modes, `dispersionlessHole b Om x` is B/(m + x), and `squaredSpread b Om` is the unnormalised S.

The sign convention is that of magnitudes. The Coulomb-hole energy itself is negative, so an underestimated magnitude means an energy that is not low enough.

The hypotheses `hb`, `hO` and `hx` say that all couplings are positive, all frequencies are positive, and x ≥ 0. Positive frequencies describe stable modes, and a positive coupling means that the electron really couples to the mode. If a coupling were allowed to be zero, that mode could sit at any frequency without affecting the sum, and exactness would no longer force all frequencies to coincide.

The four main statements are these:

- `coulombHole_sub_dispersionlessHole` is the identity.
- `dispersionless_underestimates` gives the inequality and the equality condition at each fixed x, so agreement at a single recoil energy already forces all frequencies to coincide.
- `error_bounds` replaces `hO` by the band condition `hband` with `lo` positive.
- `matching_frequency_lt_mean` takes a frequency `W` that satisfies the matching equation `hW` and places it below the mean.

The model has idealisations that matter in use. The couplings stay fixed when the frequencies are replaced; in a plasmon-pole model where a sum rule ties the strength of a pole to its frequency, moving the pole would change the strength too. The recoil energy is the same for every mode, whereas in an electron gas it varies with the momentum transferred. It is negative there when the intermediate state lies below the initial one, a case that x ≥ 0 leaves out. Setting x = 0 neglects recoil, as the static Coulomb-hole term does. Damping and a continuum of modes are absent.

```lean
import Mathlib

open Finset

namespace PlasmonPoleCoulombHole

noncomputable section

variable {ι : Type*} [Fintype ι]

/-- The total coupling `B` of an electron to all plasmon modes. -/
def totalCoupling (b : ι → ℝ) : ℝ := ∑ k, b k

/-- The coupling-weighted mean plasmon frequency `m`, for nonzero total coupling. -/
def meanFreq (b Om : ι → ℝ) : ℝ := (∑ k, b k * Om k) / totalCoupling b

/-- The magnitude of the Coulomb-hole sum over plasmon modes at recoil energy `x`, for positive
couplings and `x` greater than every `-Om k`. -/
def coulombHole (b Om : ι → ℝ) (x : ℝ) : ℝ := ∑ k, b k / (Om k + x)

/-- The Coulomb-hole magnitude when all the coupling sits in one dispersionless plasmon at the mean
frequency, for positive total coupling and `x` greater than minus the mean frequency. -/
def dispersionlessHole (b Om : ι → ℝ) (x : ℝ) : ℝ :=
  totalCoupling b / (meanFreq b Om + x)

/-- The coupling-weighted sum of squared deviations of the plasmon frequencies from their mean,
for nonzero total coupling. -/
def squaredSpread (b Om : ι → ℝ) : ℝ := ∑ k, b k * (Om k - meanFreq b Om) ^ 2

variable [Nonempty ι] {b Om : ι → ℝ} {x : ℝ}

/-- Positive couplings have a positive total. -/
theorem totalCoupling_pos (hb : ∀ k, 0 < b k) : 0 < totalCoupling b :=
  Finset.sum_pos (fun k _ => hb k) Finset.univ_nonempty

/-- For positive couplings and positive frequencies the mean plasmon frequency is positive. -/
theorem meanFreq_pos (hb : ∀ k, 0 < b k) (hO : ∀ k, 0 < Om k) : 0 < meanFreq b Om :=
  div_pos (Finset.sum_pos (fun k _ => mul_pos (hb k) (hO k)) Finset.univ_nonempty)
    (totalCoupling_pos hb)

/-- For positive couplings, the coupling-weighted deviations from the mean frequency
sum to zero. -/
theorem sum_deviation_eq_zero (hb : ∀ k, 0 < b k) :
    ∑ k, b k * (Om k - meanFreq b Om) = 0 := by
  have h : meanFreq b Om * totalCoupling b = ∑ k, b k * Om k :=
    div_mul_cancel₀ _ (totalCoupling_pos hb).ne'
  simp only [mul_sub, Finset.sum_sub_distrib, ← Finset.sum_mul]
  change _ - totalCoupling b * meanFreq b Om = 0
  linear_combination -h

/-- For positive couplings and frequencies and `x ≥ 0`, the error of the dispersionless plasmon
is an explicit sum of squared frequency deviations. -/
theorem coulombHole_sub_dispersionlessHole (hb : ∀ k, 0 < b k) (hO : ∀ k, 0 < Om k)
    (hx : 0 ≤ x) :
    coulombHole b Om x - dispersionlessHole b Om x =
      ∑ k, b k * (Om k - meanFreq b Om) ^ 2 / ((meanFreq b Om + x) ^ 2 * (Om k + x)) := by
  have hm := meanFreq_pos hb hO
  have hc : meanFreq b Om + x ≠ 0 := (add_pos_of_pos_of_nonneg hm hx).ne'
  -- exact expansion of each mode about the mean frequency
  have key : ∀ k, b k * (Om k - meanFreq b Om) ^ 2 / ((meanFreq b Om + x) ^ 2 * (Om k + x)) =
      b k / (Om k + x) - b k * (1 / (meanFreq b Om + x))
        + b k * (Om k - meanFreq b Om) * (1 / (meanFreq b Om + x) ^ 2) := by
    intro k
    have hk : Om k + x ≠ 0 := (add_pos_of_pos_of_nonneg (hO k) hx).ne'
    field_simp
    ring
  -- the linear term cancels in the sum
  rw [Finset.sum_congr rfl (fun k _ => key k), Finset.sum_add_distrib,
    Finset.sum_sub_distrib, ← Finset.sum_mul, ← Finset.sum_mul, sum_deviation_eq_zero hb]
  unfold coulombHole dispersionlessHole totalCoupling
  ring

/-- For positive couplings and frequencies and `x ≥ 0`, a dispersionless plasmon at the mean
frequency never overestimates the Coulomb-hole magnitude, and it is exact if and only if all
mode frequencies coincide. -/
theorem dispersionless_underestimates (hb : ∀ k, 0 < b k) (hO : ∀ k, 0 < Om k)
    (hx : 0 ≤ x) :
    dispersionlessHole b Om x ≤ coulombHole b Om x ∧
      (dispersionlessHole b Om x = coulombHole b Om x ↔ ∀ k l, Om k = Om l) := by
  have hid := coulombHole_sub_dispersionlessHole hb hO hx
  have hc : 0 < meanFreq b Om + x := add_pos_of_pos_of_nonneg (meanFreq_pos hb hO) hx
  have hden : ∀ k, 0 < (meanFreq b Om + x) ^ 2 * (Om k + x) := fun k =>
    mul_pos (pow_pos hc 2) (add_pos_of_pos_of_nonneg (hO k) hx)
  have hnn : ∀ k ∈ (Finset.univ : Finset ι),
      0 ≤ b k * (Om k - meanFreq b Om) ^ 2 / ((meanFreq b Om + x) ^ 2 * (Om k + x)) :=
    fun k _ => div_nonneg (mul_nonneg (hb k).le (sq_nonneg _)) (hden k).le
  refine ⟨by linarith [Finset.sum_nonneg hnn], ?_, ?_⟩
  · intro h
    -- a vanishing error forces every mode to the mean frequency
    have hz := (Finset.sum_eq_zero_iff_of_nonneg hnn).mp (by linarith)
    have hall : ∀ k, Om k = meanFreq b Om := by
      intro k
      by_contra hne
      have hsq : 0 < (Om k - meanFreq b Om) ^ 2 :=
        lt_of_le_of_ne (sq_nonneg _) (Ne.symm (pow_ne_zero 2 (sub_ne_zero.mpr hne)))
      exact (div_pos (mul_pos (hb k) hsq) (hden k)).ne' (hz k (Finset.mem_univ k))
    intro k l
    rw [hall k, hall l]
  · intro h
    -- equal frequencies equal their mean
    have hall : ∀ k, Om k - meanFreq b Om = 0 := by
      intro k
      have h2 : totalCoupling b * (Om k - meanFreq b Om) = 0 := by
        calc totalCoupling b * (Om k - meanFreq b Om)
            = ∑ l, b l * (Om l - meanFreq b Om) := by
              unfold totalCoupling
              rw [Finset.sum_mul]
              exact Finset.sum_congr rfl (fun l _ => by rw [h k l])
          _ = 0 := sum_deviation_eq_zero hb
      exact (mul_eq_zero.mp h2).resolve_left (totalCoupling_pos hb).ne'
    have hs : ∑ k, b k * (Om k - meanFreq b Om) ^ 2 /
        ((meanFreq b Om + x) ^ 2 * (Om k + x)) = 0 :=
      Finset.sum_eq_zero (fun k _ => by rw [hall k]; simp)
    linarith

/-- For positive couplings, `x ≥ 0` and all mode frequencies in a band `[lo, hi]` with `lo > 0`, the
error of the dispersionless plasmon is at least the squared spread divided by
`(m + x) ^ 2 * (hi + x)` and at most the squared spread divided by `(m + x) ^ 2 * (lo + x)`, where
`m` is the mean frequency. -/
theorem error_bounds {lo hi : ℝ} (hb : ∀ k, 0 < b k) (hlo : 0 < lo)
    (hband : ∀ k, lo ≤ Om k ∧ Om k ≤ hi) (hx : 0 ≤ x) :
    squaredSpread b Om / ((meanFreq b Om + x) ^ 2 * (hi + x)) ≤
        coulombHole b Om x - dispersionlessHole b Om x ∧
      coulombHole b Om x - dispersionlessHole b Om x ≤
        squaredSpread b Om / ((meanFreq b Om + x) ^ 2 * (lo + x)) := by
  have hO : ∀ k, 0 < Om k := fun k => lt_of_lt_of_le hlo (hband k).1
  have hm := meanFreq_pos hb hO
  rw [coulombHole_sub_dispersionlessHole hb hO hx]
  unfold squaredSpread
  rw [Finset.sum_div, Finset.sum_div]
  -- compare the energy denominators mode by mode
  constructor
  · refine Finset.sum_le_sum (fun k _ => ?_)
    have hbk := hb k
    have hOk := hO k
    have hk := (hband k).2
    gcongr
  · refine Finset.sum_le_sum (fun k _ => ?_)
    have hbk := hb k
    have hk := (hband k).1
    gcongr

/-- For positive couplings and frequencies, not all equal, and `x ≥ 0`, a single plasmon
frequency `W` that reproduces the Coulomb hole at `x` with the same total coupling lies strictly
below the mean frequency. -/
theorem matching_frequency_lt_mean {W : ℝ} (hb : ∀ k, 0 < b k) (hO : ∀ k, 0 < Om k)
    (hx : 0 ≤ x) (hne : ∃ k l, Om k ≠ Om l)
    (hW : totalCoupling b / (W + x) = coulombHole b Om x) : W < meanFreq b Om := by
  obtain ⟨k, l, hkl⟩ := hne
  obtain ⟨hle, hiff⟩ := dispersionless_underestimates hb hO hx
  have hlt : dispersionlessHole b Om x < coulombHole b Om x :=
    lt_of_le_of_ne hle (fun h => hkl (hiff.mp h k l))
  by_contra hcon
  have hmW : meanFreq b Om ≤ W := not_lt.mp hcon
  have hm := meanFreq_pos hb hO
  have hB := totalCoupling_pos hb
  -- a pole at or above the mean gives a Coulomb hole no larger than the one at the mean
  have hge : totalCoupling b / (W + x) ≤ totalCoupling b / (meanFreq b Om + x) := by
    gcongr
  rw [hW] at hge
  exact absurd hlt (not_lt_of_ge hge)

end

end PlasmonPoleCoulombHole
```

```lean
#print axioms PlasmonPoleCoulombHole.error_bounds
#print axioms PlasmonPoleCoulombHole.matching_frequency_lt_mean
```

```
'PlasmonPoleCoulombHole.error_bounds' depends on axioms: [propext, Classical.choice, Quot.sound]
'PlasmonPoleCoulombHole.matching_frequency_lt_mean' depends on axioms: [propext, Classical.choice, Quot.sound]
```

## From the expansion to the checked proof

`totalCoupling_pos` and `meanFreq_pos` supply the positivity of B and m. `sum_deviation_eq_zero` is the balance of deviations: it multiplies the definition of the mean by B and distributes the sum.

In `coulombHole_sub_dispersionlessHole`, the local statement `key` is the exact expansion for one mode, solved for the quadratic remainder. `field_simp` clears the denominators, which have been shown to be nonzero, and `ring` checks the resulting polynomial identity. The rewriting that follows sums `key` over the modes, takes the common factors out of the sums and removes the linear term with `sum_deviation_eq_zero`.

In `dispersionless_underestimates`, `hnn` records that each remainder is nonnegative, and `Finset.sum_nonneg` then gives the inequality. For the equality condition, `Finset.sum_eq_zero_iff_of_nonneg` turns a vanishing sum into vanishing terms; a mode away from the mean would contribute a strictly positive term, which is a contradiction. In the converse direction, equal frequencies let B (Ωₖ − m) be rewritten as the weighted sum of deviations, which is zero. Since B is positive, Ωₖ = m.

`error_bounds` starts from the identity, moves the division inside the sum S and compares the two sides mode by mode. There `gcongr` reduces each comparison to Ωₖ ≤ hi or lo ≤ Ωₖ.

`matching_frequency_lt_mean` first makes the inequality strict, using the equality condition and the two differing modes. It then assumes m ≤ W, and `gcongr` shows that the higher pole gives a Coulomb hole no larger than the one at the mean, which contradicts the strict inequality.
